# Linear compressibilities of a positive definite compliance: any real values with a positive sum

Take two axes, numbered 0 and 1, and a symmetric compliance with entries $s_{00}$, $s_{01}$, $s_{11}$. The stress $(1,1)$ produces the strains $b_0=s_{00}+s_{01}$ and $b_1=s_{01}+s_{11}$. Their sum,

$$b_0+b_1=s_{00}+2s_{01}+s_{11},$$

is the quadratic form of the compliance at $(1,1)$, so positive definiteness makes it positive. The separate signs remain free. With $s_{00}=9/2$, $s_{01}=-5/2$, $s_{11}=3/2$ the determinant is $1/2$ and the matrix is positive definite, yet $b=(2,-1)$. Under pressure the strains change sign, and axis 1 expands.

The same holds for any number $n\ge 1$ of axes: a vector $b$ arises in this way exactly when its entries have a positive sum. For the three axes of an orthorhombic crystal in linear elasticity, two may therefore expand under hydrostatic pressure, while the volume must shrink.

## Compliance, stability and pressure

The axes form a finite type `ι`, and a compliance is a real matrix $S$ indexed by it.

```lean
import Mathlib

open Matrix

namespace HydrostaticCompliance

noncomputable section

variable {ι : Type*} [Fintype ι]
```

Stability means $S=S^T$ and $x\cdot Sx>0$ for every stress $x\neq 0$. Physically, $\tfrac12\,x\cdot Sx$ is the elastic energy density stored under the stress $x$, so the condition says that every normal stress costs energy. In Lean, `*ᵥ` applies a matrix to a vector and `⬝ᵥ` is the dot product.

```lean
/-- A compliance matrix for the normal stresses is stable when it is symmetric and its quadratic
form is positive for every nonzero stress. -/
def Stable (S : Matrix ι ι ℝ) : Prop :=
  S.IsSymm ∧ ∀ x : ι → ℝ, x ≠ 0 → 0 < x ⬝ᵥ (S *ᵥ x)
```

The linear compressibilities are the row sums $b_i=\sum_j S_{ij}$.

```lean
/-- The linear compressibilities: the compliance applied to the vector `(1, ..., 1)`. -/
def linearCompressibility (S : Matrix ι ι ℝ) : ι → ℝ := S *ᵥ (fun _ => 1)
```

Tensile stress and expansion count as positive, so a hydrostatic pressure $p$ is the normal stress $(-p,\dots,-p)$.

```lean
/-- The normal strains under hydrostatic pressure `p`: the compliance applied to the stress
`(-p, ..., -p)`. -/
def pressureStrain (S : Matrix ι ι ℝ) (p : ℝ) : ι → ℝ := S *ᵥ (fun _ => -p)
```

For an orthorhombic crystal, $S$ is the $3\times3$ normal block of the Voigt compliance in the crystal axes. Symmetry leaves this block an arbitrary symmetric matrix and decouples it from the diagonal shear block. Hydrostatic stress has no shear components, so it causes no shear strain. The code treats the normal block alone; stability of the whole crystal also requires positive shear compliances, which can be chosen independently.

## A compliance with prescribed row sums

Given $b$ with sum $\sigma=\sum_k b_k>0$, let $\mathbf 1$ be the all-ones vector and $I$ the identity matrix, and set

$$M=\frac{bb^T}{\sigma}+\Big(I-\frac{\mathbf 1\mathbf 1^T}{n}\Big).$$

The first term sends $\mathbf 1$ to $b$. The second sends $\mathbf 1$ to zero and has a positive quadratic form at every stress whose entries are not all equal. Numbers here refer to a fixed choice of units; any positive multiple of the second term would serve equally well.

```lean
/-- The matrix `b bᵀ / σ + (1 - 1 1ᵀ / n)`, where `σ` is the sum of `b` and `n` the number of
axes; it is meant for `σ ≠ 0` and `n ≠ 0`. -/
def modelCompliance [DecidableEq ι] (b : ι → ℝ) : Matrix ι ι ℝ :=
  Matrix.of fun i j =>
    b i * b j / (∑ k, b k) + ((if i = j then 1 else 0) - 1 / (Fintype.card ι : ℝ))
```

## Why the sum must be positive

For a stable $S$, evaluate the quadratic form at $\mathbf 1$, which is nonzero because there is at least one axis:

$$0<\mathbf 1\cdot S\mathbf 1=\sum_i (S\mathbf 1)_i=\sum_i b_i.$$

The proof feeds the constant function 1 to the positivity half of `Stable`; `simpa` then identifies the dot product with the sum.

```lean
/-- The linear compressibilities of a stable compliance, with at least one axis, have a
positive sum. -/
theorem sum_linearCompressibility_pos [Nonempty ι] {S : Matrix ι ι ℝ} (h : Stable S) :
    0 < ∑ i, linearCompressibility S i := by
  obtain ⟨i⟩ := ‹Nonempty ι›
  -- test the quadratic form on a uniform stress
  have h1 := h.2 (fun _ => 1) (fun h0 => by simpa using congrFun h0 i)
  simpa [linearCompressibility, dotProduct] using h1
```

## Why a positive sum is enough

Write $m=\frac1n\sum_j x_j$ for the mean of a stress $x$. Multiplying out row $i$ of $M$ gives

$$(Mx)_i=\frac{b_i\,(b\cdot x)}{\sigma}+(x_i-m).$$

In the code, `hterm` splits each product $M_{ij}x_j$ into these contributions, and the sum over $j$ is then taken term by term.

```lean
/-- The response of the model compliance to a stress `x`: a part along `b` and the deviation
of `x` from its mean. -/
theorem modelCompliance_mulVec [DecidableEq ι] (b x : ι → ℝ) (i : ι) :
    (modelCompliance b *ᵥ x) i = b i * (∑ j, b j * x j) / (∑ k, b k)
      + (x i - (∑ j, x j) / (Fintype.card ι : ℝ)) := by
  have hterm : ∀ j, modelCompliance b i j * x j = b i / (∑ k, b k) * (b j * x j)
      + ((if i = j then x j else 0) - 1 / (Fintype.card ι : ℝ) * x j) := by
    intro j
    simp only [modelCompliance, Matrix.of_apply]
    split_ifs <;> ring
  simp only [Matrix.mulVec, dotProduct, hterm, Finset.sum_add_distrib,
    Finset.sum_sub_distrib, ← Finset.mul_sum, Finset.sum_ite_eq, Finset.mem_univ, if_true]
  ring
```

Now take the dot product with $x$. Since $x_i(x_i-m)=(x_i-m)^2+m(x_i-m)$ and the deviations $x_i-m$ add up to zero,

$$x\cdot Mx=\frac{(b\cdot x)^2}{\sigma}+\sum_i(x_i-m)^2.$$

The vanishing sum of deviations is `hdev`, and the `calc` block carries out the regrouping.

```lean
/-- The quadratic form of the model compliance is a square along `b`, divided by the sum of `b`,
plus the squared deviations of the stress from its mean. -/
theorem modelCompliance_energy [DecidableEq ι] [Nonempty ι] (b x : ι → ℝ) :
    x ⬝ᵥ (modelCompliance b *ᵥ x) = (∑ j, b j * x j) ^ 2 / (∑ k, b k)
      + ∑ i, (x i - (∑ j, x j) / (Fintype.card ι : ℝ)) ^ 2 := by
  have hN : (Fintype.card ι : ℝ) ≠ 0 := Nat.cast_ne_zero.mpr Fintype.card_ne_zero
  obtain ⟨m, hm⟩ : ∃ m, m = (∑ j, x j) / (Fintype.card ι : ℝ) := ⟨_, rfl⟩
  -- deviations from the mean add up to zero
  have hdev : ∑ i, (x i - m) = 0 := by
    have h1 : (Fintype.card ι : ℝ) * m = ∑ j, x j := by
      rw [hm]
      field_simp
    simp only [Finset.sum_sub_distrib, Finset.sum_const, Finset.card_univ, nsmul_eq_mul]
    rw [h1, sub_self]
  rw [← hm]
  calc x ⬝ᵥ (modelCompliance b *ᵥ x)
      = ∑ i, ((∑ j, b j * x j) / (∑ k, b k) * (b i * x i)
          + ((x i - m) ^ 2 + m * (x i - m))) := by
        simp only [dotProduct]
        refine Finset.sum_congr rfl fun i _ => ?_
        rw [modelCompliance_mulVec, ← hm]
        ring
    _ = (∑ j, b j * x j) / (∑ k, b k) * (∑ j, b j * x j)
          + (∑ i, (x i - m) ^ 2 + m * 0) := by
        rw [Finset.sum_add_distrib, Finset.sum_add_distrib, ← Finset.mul_sum,
          ← Finset.mul_sum, hdev]
    _ = _ := by ring
```

For $\sigma>0$ both terms are nonnegative. If both vanish, then $x_i=m$ for all $i$, and $0=b\cdot x=\sigma m$ forces $m=0$, hence $x=0$. So $M$ is positive definite. It is visibly symmetric, and its row sums are

$$(M\mathbf 1)_i=\frac{b_i\sigma}{\sigma}+(1-1)=b_i.$$

The proof distinguishes whether $b\cdot x$ is zero (`hT`). If it is, some deviation must be nonzero and the second term is positive; otherwise the first term is.

```lean
/-- If the sum of `b` is positive, the model compliance is stable and its linear
compressibilities are `b`. -/
theorem modelCompliance_spec [DecidableEq ι] [Nonempty ι] {b : ι → ℝ} (hb : 0 < ∑ i, b i) :
    Stable (modelCompliance b) ∧ linearCompressibility (modelCompliance b) = b := by
  refine ⟨⟨Matrix.IsSymm.ext fun i j => ?_, fun x hx => ?_⟩, ?_⟩
  · by_cases h : i = j
    · subst h
      rfl
    · simp [modelCompliance, h, Ne.symm h, mul_comm]
  · rw [modelCompliance_energy]
    generalize (∑ j, x j) / (Fintype.card ι : ℝ) = m
    by_cases hT : ∑ j, b j * x j = 0
    · -- a constant stress orthogonal to `b` would vanish
      have hne : ∃ i, x i - m ≠ 0 := by
        by_contra hc
        simp only [not_exists, ne_eq, not_not] at hc
        have hxm : ∀ i, x i = m := fun i => sub_eq_zero.mp (hc i)
        have h0 : (∑ i, b i) * m = 0 := by
          simpa only [hxm, ← Finset.sum_mul] using hT
        have hm0 : m = 0 := (mul_eq_zero.mp h0).resolve_left hb.ne'
        exact hx (funext fun i => (hxm i).trans hm0)
      obtain ⟨i, hi⟩ := hne
      have hpos : 0 < ∑ i, (x i - m) ^ 2 :=
        Finset.sum_pos' (fun j _ => sq_nonneg _) ⟨i, Finset.mem_univ i, by positivity⟩
      exact add_pos_of_nonneg_of_pos (div_nonneg (sq_nonneg _) hb.le) hpos
    · exact add_pos_of_pos_of_nonneg (div_pos (by positivity) hb)
        (Finset.sum_nonneg fun j _ => sq_nonneg _)
  · have hN : (Fintype.card ι : ℝ) ≠ 0 := Nat.cast_ne_zero.mpr Fintype.card_ne_zero
    funext i
    rw [linearCompressibility, modelCompliance_mulVec]
    simp only [mul_one, Finset.sum_const, Finset.card_univ, nsmul_eq_mul]
    rw [mul_div_assoc, div_self hb.ne', div_self hN]
    ring
```

Together the two directions give the criterion. The forward half uses the sum inequality, and the converse supplies $M$ as the witness.

```lean
/-- With at least one axis, prescribed linear compressibilities `b` belong to some stable
compliance exactly when their sum is positive. -/
theorem exists_stable_iff [Nonempty ι] (b : ι → ℝ) :
    (∃ S : Matrix ι ι ℝ, Stable S ∧ linearCompressibility S = b) ↔ 0 < ∑ i, b i := by
  classical
  constructor
  · rintro ⟨S, hS, rfl⟩
    exact sum_linearCompressibility_pos hS
  · exact fun h => ⟨modelCompliance b, modelCompliance_spec h⟩
```

## Strains under pressure

By linearity,

$$e_i=\sum_j S_{ij}(-p)=-p\,b_i.$$

```lean
/-- Under pressure `p` each normal strain is `-p` times the linear compressibility. -/
theorem pressureStrain_apply (S : Matrix ι ι ℝ) (p : ℝ) (i : ι) :
    pressureStrain S p i = -p * linearCompressibility S i := by
  simp only [pressureStrain, linearCompressibility, Matrix.mulVec, dotProduct, Finset.mul_sum]
  exact Finset.sum_congr rfl fun j _ => by ring
```

Let $p>0$. If $S$ is stable, then $\sum_i e_i=-p\sum_i b_i<0$. Conversely, given strains $e$ with negative sum, put $b_i=-e_i/p$. These have a positive sum, so a stable $S$ with compressibilities $b$ exists, and its strains are $-p\,(-e_i/p)=e_i$. For three axes, $\sum_i e_i$ is the relative volume change to first order in the strains.

```lean
/-- At positive pressure, with at least one axis, normal strains `e` occur for some stable
compliance exactly when their sum is negative. -/
theorem exists_strain_iff [Nonempty ι] {p : ℝ} (hp : 0 < p) (e : ι → ℝ) :
    (∃ S : Matrix ι ι ℝ, Stable S ∧ pressureStrain S p = e) ↔ ∑ i, e i < 0 := by
  constructor
  · rintro ⟨S, hS, rfl⟩
    simp only [pressureStrain_apply, ← Finset.mul_sum]
    nlinarith [mul_pos hp (sum_linearCompressibility_pos hS)]
  · intro he
    have hb : 0 < ∑ i, -e i / p := by
      rw [← Finset.sum_div, Finset.sum_neg_distrib]
      exact div_pos (by linarith) hp
    obtain ⟨S, hS, hSb⟩ := (exists_stable_iff fun i => -e i / p).2 hb
    refine ⟨S, hS, funext fun i => ?_⟩
    rw [pressureStrain_apply, hSb]
    change -p * (-e i / p) = e i
    have hp0 := hp.ne'
    field_simp
```

## Two axes expanding, worked in numbers

Choose $e=(1,1,-3)$ and $p=1$. Then $b=(-1,-1,3)$, $\sigma=1$, and

$$M=\frac13\begin{pmatrix}5&2&-10\\2&5&-10\\-10&-10&29\end{pmatrix}.$$

The row sums are $-1,-1,3$. The leading principal minors are $5/3$, $7/3$ and $1/3$, all positive, so $M$ is positive definite. Strains of this size lie far beyond linear elasticity, but multiplying $M$ by a small positive number shrinks them and keeps their signs.

The theorem uses the same $e$ for every $p>0$. Its axes 0 and 1 are the expanding ones.

```lean
/-- At any positive pressure some stable compliance for the three normal stresses of an
orthorhombic crystal gives expansion along two axes. -/
theorem exists_expansion_along_two_axes {p : ℝ} (hp : 0 < p) :
    ∃ S : Matrix (Fin 3) (Fin 3) ℝ, Stable S ∧
      0 < pressureStrain S p 0 ∧ 0 < pressureStrain S p 1 := by
  have hsum : ∑ i, (![1, 1, -3] : Fin 3 → ℝ) i < 0 := by
    rw [Fin.sum_univ_three]
    change (1 : ℝ) + 1 + -3 < 0
    norm_num
  obtain ⟨S, hS, he⟩ := (exists_strain_iff hp _).2 hsum
  exact ⟨S, hS, by rw [he]; simp, by rw [he]; simp⟩
```

This establishes a compatible compliance matrix, not a material that realises it.

## The volume always shrinks

For any stable $3\times3$ compliance and $p>0$, the strain criterion gives $e_0+e_1+e_2<0$. If no $e_i$ were negative, the sum would be nonnegative, a contradiction. At least one axis therefore shortens, and expansion along all three is impossible.

```lean
/-- At positive pressure every stable compliance for the three normal stresses of an
orthorhombic crystal gives shrinkage in volume and along at least one axis. -/
theorem volume_and_some_axis_shrink {p : ℝ} (hp : 0 < p) {S : Matrix (Fin 3) (Fin 3) ℝ}
    (hS : Stable S) :
    ∑ i, pressureStrain S p i < 0 ∧ ∃ i, pressureStrain S p i < 0 := by
  have hV := (exists_strain_iff hp _).1 ⟨S, hS, rfl⟩
  refine ⟨hV, ?_⟩
  by_contra hc
  simp only [not_exists, not_lt] at hc
  exact absurd hV (not_lt_of_ge (Finset.sum_nonneg fun i _ => hc i))

end

end HydrostaticCompliance
```

For computed elastic constants, within linear response about an unstressed reference state, negative linear compressibility along two axes is thus no sign of instability in itself, whereas a nonpositive sum of the three compressibilities is.

```lean
#print axioms HydrostaticCompliance.sum_linearCompressibility_pos
#print axioms HydrostaticCompliance.exists_expansion_along_two_axes
#print axioms HydrostaticCompliance.volume_and_some_axis_shrink
```

```
'HydrostaticCompliance.sum_linearCompressibility_pos' depends on axioms: [propext, Classical.choice, Quot.sound]
'HydrostaticCompliance.exists_expansion_along_two_axes' depends on axioms: [propext, Classical.choice, Quot.sound]
'HydrostaticCompliance.volume_and_some_axis_shrink' depends on axioms: [propext, Classical.choice, Quot.sound]
```
